# A lower bound on the difference of squared wave amplitudes at the surface of a passive layered stack

`fluxFactor_le` concerns a wave in a finite stack of interfaces with real Fresnel coefficients `r`, where `|r| < 1` and the complex round-trip factor `a` of the layer beneath each interface satisfies `|a| ≤ 1`. The amplitudes A₀ (downgoing) and A₁ (upgoing) at the surface are obtained by applying the matrices with rows (1, ra) and (r, a), in order, to the vector (1, 0), which stands for a purely downgoing wave in the substrate. The theorem states that |A₀|² − |A₁|² is at least the product of all `1 - r²`. Each matrix leaves out a scalar prefactor, which contains the transmission coefficient of the interface and the one-way propagation through the layer. A₀ and A₁ are therefore the physical amplitudes only up to a common factor, which cancels in the reflectance |A₁|²/|A₀|². The proof is by induction on the stack: `flux_cons` gives the flux balance at the top interface, and the bound for the rest of the stack is then multiplied by the non-negative factor `1 - r²`.

As first written in Lean, the proof fails:

```lean
import Mathlib

open Matrix

namespace FluxFactorLe

noncomputable section

/-- An interface of a layered sample: its real Fresnel coefficient `r`, and the complex factor `a`
that a wave acquires on the round trip through the layer beneath it. -/
structure Interface where
  r : ℝ
  a : ℂ

/-- An interface is passive if `|r| < 1` and the round trip does not amplify, `|a| ≤ 1`. -/
def Interface.Passive (l : Interface) : Prop := |l.r| < 1 ∧ ‖l.a‖ ≤ 1

/-- The transfer matrix of one interface and the layer beneath it, up to normalisation. -/
def Interface.matrix (l : Interface) : Matrix (Fin 2) (Fin 2) ℂ :=
  !![1, (l.r : ℂ) * l.a; (l.r : ℂ), l.a]

/-- The downgoing (component 0) and upgoing (component 1) amplitudes at the surface: the ordered
product of transfer matrices applied to a purely downgoing wave `(1, 0)` in the substrate. -/
def amplitudes (L : List Interface) : Fin 2 → ℂ :=
  (L.map Interface.matrix).prod *ᵥ ![1, 0]

/-- The product of `1 - r²` over all interfaces of the stack. -/
def fluxFactor (L : List Interface) : ℝ := (L.map fun l => 1 - l.r ^ 2).prod

/-- Adding an interface on top of a stack mixes the two amplitudes linearly. -/
theorem amplitudes_cons (l : Interface) (L : List Interface) :
    amplitudes (l :: L) 0 = amplitudes L 0 + (l.r : ℂ) * l.a * amplitudes L 1 ∧
    amplitudes (l :: L) 1 = (l.r : ℂ) * amplitudes L 0 + l.a * amplitudes L 1 := by
  have h : amplitudes (l :: L) = l.matrix *ᵥ amplitudes L := by
    simp only [amplitudes, List.map_cons, List.prod_cons, Matrix.mulVec_mulVec]
  rw [h]
  constructor <;> simp [Interface.matrix, Matrix.mulVec, dotProduct, Fin.sum_univ_two]

/-- Flux balance at one interface: the difference of the squared amplitudes is multiplied by
`1 - r²`, after the upgoing wave has been multiplied by the round-trip factor. -/
theorem flux_cons (l : Interface) (L : List Interface) :
    ‖amplitudes (l :: L) 0‖ ^ 2 - ‖amplitudes (l :: L) 1‖ ^ 2 =
      (1 - l.r ^ 2) * (‖amplitudes L 0‖ ^ 2 - ‖l.a‖ ^ 2 * ‖amplitudes L 1‖ ^ 2) := by
  rw [(amplitudes_cons l L).1, (amplitudes_cons l L).2]
  simp only [Complex.sq_norm, Complex.normSq_apply, Complex.add_re, Complex.add_im,
    Complex.mul_re, Complex.mul_im, Complex.ofReal_re, Complex.ofReal_im]
  ring

/-- In a passive stack the downgoing squared amplitude at the surface exceeds the upgoing one by
at least the product of all `1 - r²`. -/
theorem fluxFactor_le (L : List Interface) (h : ∀ l ∈ L, l.Passive) :
    fluxFactor L ≤ ‖amplitudes L 0‖ ^ 2 - ‖amplitudes L 1‖ ^ 2 := by
  induction L with
  | nil => simp [fluxFactor, amplitudes]
  | cons l L ih =>
    obtain ⟨hl, hL⟩ := List.forall_mem_cons.mp h
    obtain ⟨h1, h2⟩ := abs_lt.mp hl.1
    have hr : 0 ≤ 1 - l.r ^ 2 := by nlinarith
    -- absorption can only weaken the upgoing wave
    have ha : ‖l.a‖ ^ 2 * ‖amplitudes L 1‖ ^ 2 ≤ ‖amplitudes L 1‖ ^ 2 :=
      mul_le_of_le_one_left (sq_nonneg _) (pow_le_one₀ (norm_nonneg _) hl.2)
    have hi := ih hL
    rw [flux_cons]
    exact mul_le_mul_of_nonneg_left (by linarith) hr

end

end FluxFactorLe
```

The error:

```
Main.lean:64:40: error: linarith failed to find a contradiction
l : Interface
L : List Interface
ih : (∀ l ∈ L, l.Passive) → fluxFactor L ≤ ‖amplitudes L 0‖ ^ 2 - ‖amplitudes L 1‖ ^ 2
h : ∀ l_1 ∈ l :: L, l_1.Passive
hl : l.Passive
hL : ∀ x ∈ L, x.Passive
h1 : -1 < l.r
h2 : l.r < 1
hr : 0 ≤ 1 - l.r ^ 2
ha : ‖l.a‖ ^ 2 * ‖amplitudes L 1‖ ^ 2 ≤ ‖amplitudes L 1‖ ^ 2
hi : fluxFactor L ≤ ‖amplitudes L 0‖ ^ 2 - ‖amplitudes L 1‖ ^ 2
a✝ :
  ‖amplitudes L 0‖ ^ 2 - ‖l.a‖ ^ 2 * ‖amplitudes L 1‖ ^ 2 <
    List.foldr (fun x1 x2 => x1 * x2) 1 (List.map (fun l => 1 - l.r ^ 2) L)
⊢ False
failed
```

This version goes through:

```diff
@@ -61,5 +61,7 @@
       mul_le_of_le_one_left (sq_nonneg _) (pow_le_one₀ (norm_nonneg _) hl.2)
     have hi := ih hL
-    rw [flux_cons]
+    have hf : fluxFactor (l :: L) = (1 - l.r ^ 2) * fluxFactor L := by
+      simp only [fluxFactor, List.map_cons, List.prod_cons]
+    rw [flux_cons, hf]
     exact mul_le_mul_of_nonneg_left (by linarith) hr
 
```

The message says that `linarith` could not prove the inequality left over once the common factor `1 - l.r ^ 2` is removed. The inequality does follow from `hi` and `ha`, but `hi` speaks of `fluxFactor L`, while the negated goal has a `List.foldr` expression in its place.

That expression comes from the step before. After `rw [flux_cons]` the left side is still `fluxFactor (l :: L)`, which is not written as a product, whereas `mul_le_mul_of_nonneg_left` needs a product on both sides. Lean found one by unfolding the definition, and the second factor came out as the `List.foldr` expression. This equals `fluxFactor L` by definition, but `linarith` does not unfold `fluxFactor` to see that, and treats the two as unrelated quantities.

The new `hf` states that `fluxFactor (l :: L)` is `(1 - l.r ^ 2) * fluxFactor L`, and `rw [flux_cons, hf]` puts the left side in that form. The inequality left for `linarith` now contains `fluxFactor L` itself, and follows from `hi` and `ha`.
